# In a two-level rate model with frustrated upward hops, the upper active fraction relaxes to its Boltzmann value, below one half

The theorem concerns a rate model of surface hopping between two levels with fixed energies $E_0 < E_1$, where hops are attempted at the same rate $k > 0$ both ways, downward hops are always accepted, and upward ones are accepted with the constant probability $a = e^{-\beta(E_1 - E_0)}$, $\beta > 0$. It says that every solution of $p' = k a (1 - p) - k p$, with $p$ the active fraction on the upper surface, tends to the Boltzmann population $e^{-\beta E_1}/(e^{-\beta E_0} + e^{-\beta E_1})$ as $t \to \infty$. It also says that this limit lies strictly below $c = 1/2$, where $c$ stands for the upper electronic population and is fixed only by the condition that the attempted hops balance. The attempt writes the Boltzmann population as $a/(1 + a)$, takes the limit from an earlier lemma that solves the rate equation, and gets the strict inequality from $a < 1$.

This version doesn't compile in Lean 4 with Mathlib:

```lean
import Mathlib

open Filter Topology

namespace FrustratedHopsBoltzmann

noncomputable section

/-- Net upward flux of the active fraction `p` on the upper surface: hops are attempted at
rate `k` both ways, upward ones are accepted with probability `a`, downward ones always. -/
def hopFlux (k a p : ℝ) : ℝ := k * a * (1 - p) - k * p

/-- The acceptance factor `exp (-β D)` of an upward hop across an energy gap `D`. -/
def acceptance (β D : ℝ) : ℝ := Real.exp (-β * D)

/-- Boltzmann population of the upper of two levels with energies `E₀` and `E₁`. -/
def boltzmannUpper (β E₀ E₁ : ℝ) : ℝ :=
  Real.exp (-β * E₁) / (Real.exp (-β * E₀) + Real.exp (-β * E₁))

/-- Exponential relaxation from `p₀` to `a / (1 + a)` with rate `k (1 + a)`, for `k > 0` and
`a ≥ 0`. -/
def relaxation (k a p₀ t : ℝ) : ℝ :=
  a / (1 + a) + (p₀ - a / (1 + a)) * Real.exp (-(k * (1 + a) * t))

/-- For `a ≥ 0` the net flux is `-(k (1 + a))` times the deviation of `p` from `a / (1 + a)`. -/
theorem hopFlux_eq {a : ℝ} (ha : 0 ≤ a) (k p : ℝ) :
    hopFlux k a p = -(k * (1 + a)) * (p - a / (1 + a)) := by
  have h : 1 + a ≠ 0 := by positivity
  have hs : (1 + a) * (a / (1 + a)) = a := by field_simp
  unfold hopFlux
  linear_combination (-k) * hs

/-- For `a ≥ 0` every solution of the rate equation is the relaxation curve that starts
from its own initial value. -/
theorem solution_eq_relaxation {k a : ℝ} (ha : 0 ≤ a) {p : ℝ → ℝ}
    (hp : ∀ t, HasDerivAt p (hopFlux k a (p t)) t) (t : ℝ) :
    p t = relaxation k a (p 0) t := by
  -- the deviation times the integrating factor is conserved
  have hg : ∀ s, HasDerivAt
      (fun u => (p u - a / (1 + a)) * Real.exp (k * (1 + a) * u)) 0 s := by
    intro s
    have h : HasDerivAt (fun u : ℝ => k * (1 + a) * u) (k * (1 + a)) s :=
      ((hasDerivAt_id' s).const_mul (k * (1 + a))).congr_deriv (by ring)
    have h2 := ((hp s).sub_const (a / (1 + a))).fun_mul h.exp
    refine HasDerivAt.congr_deriv h2 ?_
    rw [hopFlux_eq ha]
    ring
  have hc := is_const_of_deriv_eq_zero (fun s => (hg s).differentiableAt)
    (fun s => (hg s).deriv) t 0
  simp only [mul_zero, Real.exp_zero, mul_one] at hc
  have he : Real.exp (k * (1 + a) * t) * Real.exp (-(k * (1 + a) * t)) = 1 := by
    rw [← Real.exp_add, add_neg_cancel, Real.exp_zero]
  unfold relaxation
  linear_combination Real.exp (-(k * (1 + a) * t)) * hc - (p t - a / (1 + a)) * he

/-- For `k > 0` and any constant acceptance `a ≥ 0`, every solution tends to
`a / (1 + a)`. -/
theorem tendsto_stationary {k a : ℝ} (hk : 0 < k) (ha : 0 ≤ a) {p : ℝ → ℝ}
    (hp : ∀ t, HasDerivAt p (hopFlux k a (p t)) t) :
    Tendsto p atTop (𝓝 (a / (1 + a))) := by
  have hr : 0 < k * (1 + a) := by positivity
  have h := Real.tendsto_exp_neg_atTop_nhds_zero.comp (tendsto_id.const_mul_atTop hr)
  have h2 := (h.const_mul (p 0 - a / (1 + a))).const_add (a / (1 + a))
  rw [mul_zero, add_zero] at h2
  exact h2.congr (fun t => (solution_eq_relaxation ha hp t).symm)

/-- The upper Boltzmann population is `a / (1 + a)`, where `a` is the acceptance factor
of the energy gap. -/
theorem boltzmannUpper_eq (β E₀ E₁ : ℝ) :
    boltzmannUpper β E₀ E₁ =
      acceptance β (E₁ - E₀) / (1 + acceptance β (E₁ - E₀)) := by
  have h : Real.exp (-β * E₁) = Real.exp (-β * E₀) * Real.exp (-β * (E₁ - E₀)) := by
    rw [← Real.exp_add]
    congr 1
    ring
  have h2 : Real.exp (-β * E₀) + Real.exp (-β * E₀) * Real.exp (-β * (E₁ - E₀)) =
      Real.exp (-β * E₀) * (1 + Real.exp (-β * (E₁ - E₀))) := by ring
  unfold boltzmannUpper acceptance
  rw [h, h2, mul_div_mul_left _ _ (Real.exp_ne_zero _)]

/-- Let `k, β > 0` and `E₀ < E₁`, and let upward hops be accepted with probability
`exp (-β (E₁ - E₀))`. Every active fraction tends to the upper Boltzmann population, which
is strictly below the electronic population `c = 1/2` at which attempted hops balance. -/
theorem frustrated_hops_boltzmann {k β E₀ E₁ c : ℝ} (hk : 0 < k) (hβ : 0 < β)
    (hE : E₀ < E₁) (hc : hopFlux k 1 c = 0) {p : ℝ → ℝ}
    (hp : ∀ t, HasDerivAt p (hopFlux k (acceptance β (E₁ - E₀)) (p t)) t) :
    Tendsto p atTop (𝓝 (boltzmannUpper β E₀ E₁)) ∧
      c = 1 / 2 ∧ boltzmannUpper β E₀ E₁ < c := by
  have ha : 0 < acceptance β (E₁ - E₀) := Real.exp_pos _
  have ha1 : acceptance β (E₁ - E₀) < 1 := by
    have hD : 0 < β * (E₁ - E₀) := mul_pos hβ (sub_pos.mpr hE)
    exact Real.exp_lt_one (by linarith)
  -- equal attempted fluxes force equal electronic populations
  have hc2 : c = 1 / 2 := by
    have h : k * (1 - 2 * c) = 0 := by
      unfold hopFlux at hc
      linear_combination hc
    rcases mul_eq_zero.mp h with h | h
    · exact absurd h hk.ne'
    · linarith
  rw [boltzmannUpper_eq]
  refine ⟨tendsto_stationary hk ha.le hp, hc2, ?_⟩
  rw [hc2, div_lt_iff₀ (by linarith)]
  linarith

end

end FrustratedHopsBoltzmann
```

The compiler's answer:

```
Main.lean:92:10: error(lean.unknownIdentifier): Unknown constant `Real.exp_lt_one`
```

Lean accepts the file once it reads:

```diff
@@ -90,5 +90,6 @@
   have ha1 : acceptance β (E₁ - E₀) < 1 := by
     have hD : 0 < β * (E₁ - E₀) := mul_pos hβ (sub_pos.mpr hE)
-    exact Real.exp_lt_one (by linarith)
+    unfold acceptance
+    exact Real.exp_lt_one_iff.mpr (by linarith)
   -- equal attempted fluxes force equal electronic populations
   have hc2 : c = 1 / 2 := by
```

Diagnosis. The one error is in the proof of `ha1`, the claim that the acceptance factor is less than 1. The proof calls `Real.exp_lt_one`, and Lean reports that it knows no constant of that name. The mathematics of the step is sound: the exponent $-\beta(E_1 - E_0)$ is negative, so its exponential is below 1.

The repair uses `Real.exp_lt_one_iff`, which does exist and says that `Real.exp x < 1` holds exactly when `x < 0`. Being an equivalence, it needs `.mpr` to give the direction from the negative exponent to the bound. What is left to show is that the exponent is negative, and `linarith` gets this from `hD`, as the first version meant it to.

The added line `unfold acceptance` replaces `acceptance β (E₁ - E₀)` by its definition, so that the goal visibly has the form `Real.exp x < 1`. The error was about the missing name only, and nothing in the message shows that this line was needed too.
